# For odd N in the Lipkin model, xJ₋ − yJ₊ with x, y ≠ 0 annihilates no nonzero state of maximal quasispin

A correlated ground state can be sought from random-phase-approximation (RPA) amplitudes by solving \(Q|\Phi\rangle=0\), where \(Q\) is the operator that removes one excitation. In the Lipkin model, \(N\) fermions occupy two levels, each \(N\)-fold degenerate. The collective raising operator \(J_+\) moves particles from the lower to the upper level, and \(J_-\) is its adjoint. For the reference state with all particles in the lower level, the collective RPA operator has the form \(Q=xJ_--yJ_+\), with \(x\) and \(y\) the complex conjugates of the forward and backward amplitudes. Before solving the linear equations in the multiplet of maximal quasispin, one should look at the parity of \(N\): if \(x\) and \(y\) are nonzero, a nonzero solution exists exactly when \(N\) is even. For odd \(N\) and nonzero \(x\) and \(y\), the multiplet therefore contains no RPA vacuum defined by \(Q|\Phi\rangle=0\).

## Zero modes of a chain and the parity of its length

Let \(A\) be a complex \(n\times n\) matrix with indices \(0,\dots,n-1\), whose entries vanish unless the two indices differ by one. Row \(i\) of \(Av=0\) reads

\[
A_{i,i-1}v_{i-1}+A_{i,i+1}v_{i+1}=0,
\]

where a term with an index outside the range is absent.

Suppose first that \(n\) is even and that all first off-diagonal entries are nonzero. If \(n=0\), there is nothing to show. Otherwise row \(0\) gives \(A_{0,1}v_1=0\), so \(v_1=0\). Row \(2\), if present, then gives \(A_{2,3}v_3=0\), so \(v_3=0\), and rows \(4,6,\dots\) remove the remaining odd components in the same way.

The last row gives \(A_{n-1,n-2}v_{n-2}=0\), so \(v_{n-2}=0\). Moving up two rows at a time removes \(v_{n-4},v_{n-6},\dots,v_0\). Since \(n\) is even, these are all the even components, and \(v=0\).

Now let \(n\) be odd; the off-diagonal entries may be zero. Put \(S=\mathrm{diag}(1,-1,1,\dots)\). Each nonzero entry of \(A\) connects indices of opposite parity, so \(SA=-AS\). Taking determinants,

\[
\det S\,\det A=(-1)^n\det A\,\det S=-\det S\,\det A .
\]

As \(\det S\neq0\), this forces \(\det A=0\), and \(A\) has a nonzero kernel vector.

For the Lipkin model, let \(|k\rangle\) be the state of the multiplet with \(k\) particles in the upper level, \(k=0,\dots,N\). With quasispin \(j=N/2\) and projection \(m=k-N/2\), the angular-momentum formula gives

\[
J_+|k\rangle=a_k|k+1\rangle,\qquad a_k=\sqrt{(j-m)(j+m+1)}=\sqrt{(k+1)(N-k)} .
\]

The matrix of \(xJ_--yJ_+\) thus has entries \(xa_k\) at \((k,k+1)\) and \(-ya_k\) at \((k+1,k)\) for \(0\le k<N\), and zeros elsewhere. All these \(a_k\) are positive. The dimension is \(N+1\), which is even exactly when \(N\) is odd, so the two cases above settle the question.

Both amplitudes matter when \(N\) is odd: if \(y=0\), the state \(|0\rangle\) is annihilated, and if \(x=0\), the state \(|N\rangle\) is.

## The chain in Lean

```lean
import Mathlib

open Matrix

namespace LipkinKillerCondition

noncomputable section
```

The type `Fin n` supplies the indices \(0,\dots,n-1\). The following condition makes every entry vanish unless its indices differ by one; in particular, the diagonal entries are zero. It does not require the neighbouring entries to be nonzero.

```lean
/-- A matrix on a chain of `n` sites that connects only nearest neighbours: it is tridiagonal
with zero diagonal. -/
def NearestNeighbour {n : ℕ} (A : Matrix (Fin n) (Fin n) ℂ) : Prop :=
  ∀ i j : Fin n, (i : ℕ) + 1 ≠ j → (j : ℕ) + 1 ≠ i → A i j = 0
```

In Lean, `A *ᵥ v` is the matrix-vector product. The next lemma is the step used in every row above: if `A *ᵥ v = 0`, the entry `A i t` is nonzero, and all other terms of row `i` vanish because either the matrix entry or the vector component is zero, then `v t = 0`.

```lean
/-- If one row of `A v = 0` has a single surviving term, with nonzero coefficient, then the
corresponding component of `v` vanishes. -/
theorem component_eq_zero {n : ℕ} {A : Matrix (Fin n) (Fin n) ℂ} {v : Fin n → ℂ}
    (hv : A *ᵥ v = 0) (i t : Fin n) (ht : A i t ≠ 0)
    (ho : ∀ j, j ≠ t → A i j = 0 ∨ v j = 0) : v t = 0 := by
  have h : ∑ j, A i j * v j = 0 := congrFun hv i
  rw [Finset.sum_eq_single t (fun j _ hj => mul_eq_zero.mpr (ho j hj))
    (fun h => absurd (Finset.mem_univ t) h)] at h
  exact (mul_eq_zero.mp h).resolve_left ht
```

The kernel theorem takes the upper and lower off-diagonal conditions separately, as `hup` and `hlow`; no symmetry of the matrix is assumed. In `hodd`, row \(2k\) removes component \(2k+1\), with the induction hypothesis disposing of component \(2k-1\). In `heven`, row \(j+1\) removes component \(j\), where \(j=n-2-2k\), after component \(j+2\) has gone. Evenness of `n` enters only in the last lines, where it ensures that the second sweep reaches every even index. The tactic `omega` handles the index arithmetic.

```lean
/-- A tridiagonal matrix of even size with zero diagonal and nonzero first off-diagonal entries
has trivial kernel. -/
theorem kernel_trivial {n : ℕ} (hn : Even n) {A : Matrix (Fin n) (Fin n) ℂ}
    (hA : NearestNeighbour A) (hup : ∀ i j : Fin n, (i : ℕ) + 1 = j → A i j ≠ 0)
    (hlow : ∀ i j : Fin n, (j : ℕ) + 1 = i → A i j ≠ 0)
    {v : Fin n → ℂ} (hv : A *ᵥ v = 0) : v = 0 := by
  -- odd components vanish, starting from the first row
  have hodd : ∀ k : ℕ, ∀ j : Fin n, (j : ℕ) = 2 * k + 1 → v j = 0 := by
    intro k
    induction k using Nat.strong_induction_on with
    | _ k ih =>
      intro j hj
      have hjn := j.isLt
      refine component_eq_zero hv ⟨2 * k, by omega⟩ j (hup _ _ (by dsimp only; omega)) ?_
      intro l hl
      have hl' : (l : ℕ) ≠ j := fun h => hl (Fin.ext h)
      by_cases h : (l : ℕ) + 1 = 2 * k
      · exact Or.inr (ih (k - 1) (by omega) l (by omega))
      · exact Or.inl (hA _ _ (by dsimp only; omega) (by dsimp only; omega))
  -- even components vanish, starting from the last row
  have heven : ∀ k : ℕ, ∀ j : Fin n, (j : ℕ) + 2 * k + 2 = n → v j = 0 := by
    intro k
    induction k using Nat.strong_induction_on with
    | _ k ih =>
      intro j hj
      refine component_eq_zero hv ⟨j + 1, by omega⟩ j (hlow _ _ rfl) ?_
      intro l hl
      have hln := l.isLt
      have hl' : (l : ℕ) ≠ j := fun h => hl (Fin.ext h)
      by_cases h : (l : ℕ) = j + 2
      · exact Or.inr (ih (k - 1) (by omega) l (by omega))
      · exact Or.inl (hA _ _ (by dsimp only; omega) (by dsimp only; omega))
  obtain ⟨m, hm⟩ := hn
  funext j
  have hjn := j.isLt
  rcases Nat.even_or_odd' (j : ℕ) with ⟨c, hc | hc⟩
  · exact heven (m - c - 1) j (by omega)
  · exact hodd c j hc
```

For odd length, the matrix \(S\) is `diagonal (sublatticeSign n)`.

```lean
/-- The alternating sign `(-1)^i` that distinguishes the two sublattices of the chain. -/
def sublatticeSign (n : ℕ) : Fin n → ℂ := fun i => (-1) ^ (i : ℕ)
```

Anticommutation is checked entry by entry: on either off-diagonal the two signs are opposite, and elsewhere the entry of `A` is zero.

```lean
/-- A nearest-neighbour matrix anticommutes with the sublattice sign. -/
theorem sublattice_anticommute {n : ℕ} {A : Matrix (Fin n) (Fin n) ℂ}
    (hA : NearestNeighbour A) :
    diagonal (sublatticeSign n) * A = -(A * diagonal (sublatticeSign n)) := by
  ext i j
  rw [Matrix.neg_apply, Matrix.diagonal_mul, Matrix.mul_diagonal]
  simp only [sublatticeSign]
  by_cases h1 : (i : ℕ) + 1 = j
  · rw [← h1, pow_succ]
    ring
  · by_cases h2 : (j : ℕ) + 1 = i
    · rw [← h2, pow_succ]
      ring
    · rw [hA i j h1 h2]
      simp
```

The existence proof takes determinants of this identity. Mathlib's `exists_mulVec_eq_zero_iff` translates a zero determinant into a nonzero kernel vector.

```lean
/-- On a chain with an odd number of sites every nearest-neighbour matrix has a nonzero
kernel vector. -/
theorem exists_zero_mode {n : ℕ} (hn : Odd n) {A : Matrix (Fin n) (Fin n) ℂ}
    (hA : NearestNeighbour A) : ∃ v : Fin n → ℂ, v ≠ 0 ∧ A *ᵥ v = 0 := by
  apply Matrix.exists_mulVec_eq_zero_iff.mpr
  -- the anticommutation gives det A = -det A
  have h := congrArg Matrix.det (sublattice_anticommute hA)
  rw [Matrix.det_mul, Matrix.det_neg, Matrix.det_mul, Fintype.card_fin, hn.neg_one_pow] at h
  have hd : (diagonal (sublatticeSign n)).det ≠ 0 := by
    rw [Matrix.det_diagonal]
    exact Finset.prod_ne_zero_iff.mpr fun i _ => pow_ne_zero _ (by norm_num)
  have h0 : (diagonal (sublatticeSign n)).det * A.det = 0 := by
    linear_combination h / 2
  exact (mul_eq_zero.mp h0).resolve_left hd
```

## The quasispin operators

The Lipkin matrices are entered through their standard matrix elements. The definitions start from the amplitude \(a_k\), so the fermionic Fock space and the quasispin algebra behind it are inputs to the physical reading.

```lean
/-- The amplitude `√((k+1)(N-k))` for raising the state with `k ≤ N` particles in the upper
level. -/
def amp (N k : ℕ) : ℝ := √(((k : ℝ) + 1) * ((N : ℝ) - k))
```

Columns label the initial state and rows the final state, so `raising N` has its entries just below the diagonal.

```lean
/-- The quasispin raising operator `J₊` on the maximal-quasispin multiplet of `N` fermions;
basis state `k` has `k` particles in the upper level. -/
def raising (N : ℕ) : Matrix (Fin (N + 1)) (Fin (N + 1)) ℂ :=
  Matrix.of fun i j => if (i : ℕ) = j + 1 then (amp N j : ℂ) else 0

/-- The quasispin lowering operator `J₋`, the adjoint of `J₊`. -/
def lowering (N : ℕ) : Matrix (Fin (N + 1)) (Fin (N + 1)) ℂ := (raising N)ᴴ
```

The parameters `x` and `y` are arbitrary complex numbers. No Hamiltonian, RPA equation or normalisation of the amplitudes restricts them.

```lean
/-- The operator `x J₋ - y J₊` on the maximal-quasispin multiplet. -/
def killer (N : ℕ) (x y : ℂ) : Matrix (Fin (N + 1)) (Fin (N + 1)) ℂ :=
  x • lowering N - y • raising N
```

The amplitude is nonzero for \(k<N\), which covers every transition within the multiplet.

```lean
private lemma amp_ne_zero {N k : ℕ} (h : k < N) : (amp N k : ℂ) ≠ 0 := by
  have hk : (k : ℝ) < N := by exact_mod_cast h
  exact Complex.ofReal_ne_zero.mpr
    (Real.sqrt_pos.mpr (mul_pos (by positivity) (sub_pos.mpr hk))).ne'
```

Three lemmas write out the matrix elements of \(J_+\), \(J_-\) and their combination.

```lean
private lemma raising_apply (N : ℕ) (i j : Fin (N + 1)) :
    raising N i j = if (i : ℕ) = j + 1 then (amp N j : ℂ) else 0 := rfl

private lemma lowering_apply (N : ℕ) (i j : Fin (N + 1)) :
    lowering N i j = if (j : ℕ) = i + 1 then (amp N i : ℂ) else 0 := by
  rw [lowering, Matrix.conjTranspose_apply, raising_apply]
  split_ifs <;> simp

private lemma killer_apply (N : ℕ) (x y : ℂ) (i j : Fin (N + 1)) :
    killer N x y i j = x * (if (j : ℕ) = i + 1 then (amp N i : ℂ) else 0) -
      y * (if (i : ℕ) = j + 1 then (amp N j : ℂ) else 0) := by
  simp only [killer, Matrix.sub_apply, Matrix.smul_apply, smul_eq_mul, lowering_apply,
    raising_apply]
```

It follows that the combination is a nearest-neighbour matrix for all `x` and `y`.

```lean
private lemma killer_nearestNeighbour (N : ℕ) (x y : ℂ) :
    NearestNeighbour (killer N x y) := by
  intro i j h1 h2
  rw [killer_apply, if_neg h1.symm, if_neg h2.symm]
  simp
```

## Odd and even particle number

A vector `v : Fin (N + 1) → ℂ` lists the coefficients of a state in the basis \(|k\rangle\). For odd `N`, the dimension is even, and the proof supplies the two off-diagonal conditions of `kernel_trivial`: the upper entries are nonzero because `x` and the amplitudes are, the lower ones because `y` and the amplitudes are.

```lean
/-- For an odd number of fermions and nonzero `x` and `y`, the only vector of the
maximal-quasispin multiplet annihilated by `x J₋ - y J₊` is zero. -/
theorem no_annihilated_state {N : ℕ} (hN : Odd N) {x y : ℂ} (hx : x ≠ 0) (hy : y ≠ 0)
    {v : Fin (N + 1) → ℂ} (hv : killer N x y *ᵥ v = 0) : v = 0 := by
  -- the multiplet has even dimension N + 1
  refine kernel_trivial hN.add_one (killer_nearestNeighbour N x y) ?_ ?_ hv
  · intro i j h
    have hj := j.isLt
    rw [killer_apply, if_pos h.symm, if_neg (show ¬ (i : ℕ) = j + 1 by omega), mul_zero,
      sub_zero]
    exact mul_ne_zero hx (amp_ne_zero (by omega))
  · intro i j h
    have hi := i.isLt
    rw [killer_apply, if_neg (show ¬ (j : ℕ) = i + 1 by omega), if_pos h.symm, mul_zero,
      zero_sub]
    exact neg_ne_zero.mpr (mul_ne_zero hy (amp_ne_zero (by omega)))
```

The equivalence combines this with `exists_zero_mode`. Its vector is only required to be nonzero; dividing by the norm gives a normalised state. The statement includes \(N=0\), where the operator is the \(1\times1\) zero matrix. It concerns the maximal-quasispin multiplet alone, and only operators linear in \(J_-\) and \(J_+\).

```lean
/-- For nonzero `x` and `y`, the operator `x J₋ - y J₊` annihilates some nonzero state of
maximal quasispin exactly when the number of fermions is even. -/
theorem annihilated_state_iff_even (N : ℕ) {x y : ℂ} (hx : x ≠ 0) (hy : y ≠ 0) :
    (∃ v : Fin (N + 1) → ℂ, v ≠ 0 ∧ killer N x y *ᵥ v = 0) ↔ Even N := by
  constructor
  · rintro ⟨v, hv0, hv⟩
    by_contra hN
    exact hv0 (no_annihilated_state (Nat.not_even_iff_odd.mp hN) hx hy hv)
  · intro hN
    exact exists_zero_mode hN.add_one (killer_nearestNeighbour N x y)

end

end LipkinKillerCondition
```

```lean
#print axioms LipkinKillerCondition.annihilated_state_iff_even
```

```
'LipkinKillerCondition.annihilated_state_iff_even' depends on axioms: [propext, Classical.choice, Quot.sound]
```
